# A residual map makes every DIIS extrapolation exact if and only if it is affine

## Does a vanishing DIIS residual mean that I have a solution?

DIIS can report a combined residual of zero at a point that solves nothing. I have iterates $x_i$ with residuals $F(x_i)$, I choose real weights $c_i$ that sum to one so that $\sum_i c_i F(x_i)$ is small, and I move to $\sum_i c_i x_i$. When I then evaluate $F$ there, the value differs from the combination I had made small. The scheme silently uses

$$F\Big(\sum_i c_i x_i\Big) = \sum_i c_i F(x_i),$$

and I would like to know exactly which residual maps satisfy it.

My claim is that only affine maps do. If $F(tx + (1-t)y) = tF(x) + (1-t)F(y)$ for all $x$, $y$ and all real $t$, then $F(x) = Lx + F(0)$ with $L$ linear. The usual argument is "expand to first order", which assumes differentiability and proves something else. Can this be made rigorous, without smoothness, and checked by machine?

## Exactness under damping already forces the affine form

Yes, and the hypothesis can be weakened: it is enough that the mixing rule holds for $0 \le t \le 1$, which is ordinary damping. Let $V$ be the real vector space of iterates, $W$ that of residuals, and $F : V \to W$ any map. Assume the mixing rule for all $x, y \in V$ and all $t \in [0,1]$, and measure residuals relative to the origin:

$$G(x) = F(x) - F(0), \qquad G(0) = 0.$$

**Nonnegative factors.** Put $y = 0$ in the mixing rule. For $0 \le t \le 1$ this gives $F(tx) = tF(x) + (1-t)F(0)$, and subtracting $F(0)$ gives $G(tx) = tG(x)$. For $t > 1$, the factor $1/t$ lies in $[0,1]$, so the same rule applied to the vector $tx$ gives $G(x) = t^{-1}G(tx)$, which is again $G(tx) = tG(x)$.

**Sums.** Take $t = \tfrac12$ and subtract $F(0)$ on both sides:

$$G\big(\tfrac12(x+y)\big) = \tfrac12 G(x) + \tfrac12 G(y).$$

By the previous step the left side is $\tfrac12 G(x+y)$. Multiplying by two gives $G(x+y) = G(x) + G(y)$.

**Negative factors.** Let $t < 0$. Since $tx + (-t)x = 0$, additivity gives $0 = G(tx) + G((-t)x)$. The factor $-t$ is positive, so $G((-t)x) = -tG(x)$, and hence $G(tx) = tG(x)$.

So $G$ is linear, and $F(x) = Lx + F(0)$ with $L = G$. No other $L$ is possible, because the equation itself says $Lx = F(x) - F(0)$.

**The way back.** If $F(x) = Lx + F(0)$ and $\sum_i c_i = 1$, then

$$\sum_i c_i F(x_i) = \sum_i c_i Lx_i + \Big(\sum_i c_i\Big)F(0) = L\Big(\sum_i c_i x_i\Big) + F(0) = F\Big(\sum_i c_i x_i\Big).$$

The constraint on the weights is what keeps the constant term intact. Exactness for all finite combinations contains two-point mixing as the case of weights $t$ and $1-t$, and two-point mixing contains damping, so all these conditions are equivalent.

### Enough iterates reach a root

Let $V$ have dimension $n$, let $F$ satisfy the exactness condition, and let $x_0, \dots, x_n$ be affinely independent, meaning that the differences $x_i - x_0$ for $i = 1, \dots, n$ are linearly independent. These differences then form a basis of $V$, so every point of $V$ is a combination of the iterates with weights summing to one. If $F(x_*) = 0$, write $x_* = \sum_i c_i x_i$ in this way. Exactness gives

$$\sum_i c_i F(x_i) = F(x_*) = 0,$$

so weights with vanishing combined residual exist. Conversely, whenever weights summing to one make the combined residual vanish, exactness turns this into $F(\sum_i c_i x_i) = 0$. The point reached is a root, though not necessarily $x_*$ if $F$ has several.

### Three iterates in the plane, with numbers

Take the affine residual $F(x,y) = (2x + y - 4,\; x + 3y - 7)$ and three iterates:

| iterate | residual |
|---|---|
| $(0,0)$ | $(-4,-7)$ |
| $(1,0)$ | $(-2,-6)$ |
| $(0,1)$ | $(-3,-4)$ |

With $c_0 = 1 - c_1 - c_2$, the combined residual vanishes when $2c_1 + c_2 = 4$ and $c_1 + 3c_2 = 7$. This gives $c_1 = 1$, $c_2 = 2$, $c_0 = -2$. The extrapolated iterate is $(1,2)$, and indeed $F(1,2) = (0,0)$.

Now add the non-linear term $xy$ to the first component. It vanishes at all three iterates, so the table, the weights and the extrapolated point stay the same. DIIS again predicts a zero residual, but the true residual at $(1,2)$ is $(2,0)$. This is the failure you describe.

### Checking only lines through the origin is not enough

Define $f(p_1,p_2) = p_1$ if $p_2 = 0$, and $f(p_1,p_2) = 0$ otherwise. Then $f(sv) = s f(v)$ for every real $s$ and every $v$: a non-zero factor keeps a point on or off the horizontal axis, and for $s = 0$ both sides vanish. Mixing $av$ and $bv$ is therefore exact, since both sides equal $(ta + (1-t)b)f(v)$. But the midpoint of $(1,1)$ and $(1,-1)$ is $(1,0)$, where $f = 1$, while the mean of the two residuals is $0$. A test that only rescales a single displacement from the origin can thus pass for a map that is not affine.

### The Lean file

```lean
import Mathlib

open Finset

namespace AffineResidualMaps

noncomputable section

variable {V W : Type*} [AddCommGroup V] [Module ℝ V] [AddCommGroup W] [Module ℝ W]

/-- DIIS is exact for the residual map `F`: the residual of an extrapolated iterate is the
extrapolated residual, for any finite number of iterates and real weights summing to one. -/
def DIISExact (F : V → W) : Prop :=
  ∀ (n : ℕ) (c : Fin n → ℝ) (x : Fin n → V), ∑ i, c i = 1 →
    F (∑ i, c i • x i) = ∑ i, c i • F (x i)

/-- Two-point mixing is exact for `F`, with any real mixing parameter. -/
def MixingExact (F : V → W) : Prop :=
  ∀ (x y : V) (t : ℝ), F (t • x + (1 - t) • y) = t • F x + (1 - t) • F y

/-- Damping is exact for `F`: two-point mixing with a parameter between zero and one. -/
def DampingExact (F : V → W) : Prop :=
  ∀ (x y : V) (t : ℝ), 0 ≤ t → t ≤ 1 →
    F (t • x + (1 - t) • y) = t • F x + (1 - t) • F y

/-- If damping is exact, the residual change from the origin scales with the step, for
nonnegative scale factors. -/
theorem damping_scale {F : V → W} (h : DampingExact F) (t : ℝ) (ht : 0 ≤ t) (x : V) :
    F (t • x) - F 0 = t • (F x - F 0) := by
  rcases le_or_gt t 1 with h1 | h1
  · have hx := h x 0 t ht h1
    rw [smul_zero, add_zero] at hx
    rw [hx]
    module
  · -- for a long step, interpolate back from `t • x` to `x`
    have h0 : t ≠ 0 := by linarith
    have hx := h (t • x) 0 t⁻¹ (inv_nonneg.mpr ht) (inv_le_one_of_one_le₀ h1.le)
    rw [smul_zero, add_zero, smul_smul, inv_mul_cancel₀ h0, one_smul] at hx
    have e : t • (t⁻¹ • F (t • x) + (1 - t⁻¹) • F 0 - F 0)
        = (t * t⁻¹) • (F (t • x) - F 0) := by module
    rw [hx, e, mul_inv_cancel₀ h0, one_smul]

/-- If damping is exact, the residual changes caused by two displacements from the origin
add up. -/
theorem damping_add {F : V → W} (h : DampingExact F) (x y : V) :
    F (x + y) - F 0 = (F x - F 0) + (F y - F 0) := by
  -- compare the midpoint of `x` and `y` with half of `x + y`
  have hm := h x y (1 / 2) (by norm_num) (by norm_num)
  have hs := damping_scale h (1 / 2) (by norm_num) (x + y)
  have e : (1 / 2 : ℝ) • x + (1 - 1 / 2 : ℝ) • y = (1 / 2 : ℝ) • (x + y) := by module
  rw [e] at hm
  rw [hm] at hs
  linear_combination (norm := module) (-2 : ℝ) • hs

/-- The linear part of a residual map for which damping is exact: the residual measured
relative to its value at the origin. -/
def linearPart (F : V → W) (h : DampingExact F) : V →ₗ[ℝ] W where
  toFun x := F x - F 0
  map_add' := damping_add h
  map_smul' t x := by
    simp only [RingHom.id_apply]
    rcases le_total 0 t with ht | ht
    · exact damping_scale h t ht x
    · -- a negative step cancels the opposite positive one
      have hs := damping_scale h (-t) (by linarith) x
      have ha := damping_add h (t • x) ((-t) • x)
      have e : t • x + (-t) • x = 0 := by module
      rw [e] at ha
      linear_combination (norm := module) (-1 : ℝ) • ha - (1 : ℝ) • hs

/-- A residual map made of a linear part and a constant makes DIIS exact. -/
theorem diisExact_of_affine {F : V → W} (L : V →ₗ[ℝ] W) (hL : ∀ x, F x = L x + F 0) :
    DIISExact F := by
  intro n c x hc
  have e : ∑ i, c i • F (x i) = ∑ i, (c i • L (x i) + c i • F 0) :=
    Finset.sum_congr rfl fun i _ => by rw [hL (x i), smul_add]
  -- the constant survives unchanged because the weights sum to one
  rw [e, Finset.sum_add_distrib, ← Finset.sum_smul, hc, one_smul,
    hL (∑ i, c i • x i), map_sum]
  simp only [map_smul]

/-- Exactness of DIIS, of two-point mixing and of damping are equivalent, and each holds
precisely when the residual map is a unique linear map plus its value at the origin. -/
theorem diisExact_tfae (F : V → W) :
    List.TFAE [DIISExact F, MixingExact F, DampingExact F,
      ∃! L : V →ₗ[ℝ] W, ∀ x, F x = L x + F 0] := by
  tfae_have 1 → 2 := by
    intro h x y t
    have h2 := h 2 ![t, 1 - t] ![x, y] (by simp [Fin.sum_univ_two])
    simpa [Fin.sum_univ_two] using h2
  tfae_have 2 → 3 := fun h x y t _ _ => h x y t
  tfae_have 3 → 4 := by
    intro h
    refine ⟨linearPart F h, fun x => (sub_add_cancel (F x) (F 0)).symm, ?_⟩
    intro M hM
    ext x
    exact eq_sub_of_add_eq (hM x).symm
  tfae_have 4 → 1 := by
    rintro ⟨L, hL, -⟩
    exact diisExact_of_affine L hL
  tfae_finish

/-- In `n` dimensions, let DIIS be exact for a residual map that has a root. Then `n + 1` affinely
independent iterates admit real weights that sum to one and make the combined residual vanish, and
all such weights extrapolate to a root. -/
theorem diis_finite_termination [FiniteDimensional ℝ V] {F : V → W} (h : DIISExact F)
    {n : ℕ} (hn : Module.finrank ℝ V = n) (x : Fin (n + 1) → V)
    (hx : AffineIndependent ℝ x) (root : V) (hroot : F root = 0) :
    (∃ c : Fin (n + 1) → ℝ, ∑ i, c i = 1 ∧ ∑ i, c i • F (x i) = 0) ∧
    ∀ c : Fin (n + 1) → ℝ, ∑ i, c i = 1 → ∑ i, c i • F (x i) = 0 →
      F (∑ i, c i • x i) = 0 := by
  constructor
  · -- the iterates span the whole space, so the root is one of their extrapolations
    have htop : affineSpan ℝ (Set.range x) = ⊤ :=
      hx.affineSpan_eq_top_iff_card_eq_finrank_add_one.mpr (by simp [hn])
    have hmem : root ∈ affineSpan ℝ (Set.range x) := by
      rw [htop]
      exact AffineSubspace.mem_top ℝ V root
    obtain ⟨c, hc, hr⟩ := eq_affineCombination_of_mem_affineSpan_of_fintype hmem
    rw [Finset.affineCombination_eq_linear_combination _ _ _ hc] at hr
    exact ⟨c, hc, by rw [← h _ c x hc, ← hr, hroot]⟩
  · intro c hc h0
    rw [h _ c x hc, h0]

/-- A residual map on the plane that returns the first coordinate on the horizontal axis and
zero elsewhere. -/
def axisResidual (p : ℝ × ℝ) : ℝ := if p.2 = 0 then p.1 else 0

/-- For `axisResidual`, mixing is exact between any two points on a common line through the
origin, but not between arbitrary points of the plane. -/
theorem exact_on_central_lines_not_sufficient :
    (∀ (v : ℝ × ℝ) (a b t : ℝ),
      axisResidual (t • (a • v) + (1 - t) • (b • v))
        = t • axisResidual (a • v) + (1 - t) • axisResidual (b • v)) ∧
    ¬ MixingExact axisResidual := by
  constructor
  · intro v a b t
    have hom : ∀ s : ℝ, axisResidual (s • v) = s * axisResidual v := by
      intro s
      by_cases hs : s = 0 <;> by_cases hv : v.2 = 0 <;> simp [axisResidual, hs, hv]
    have e : t • (a • v) + (1 - t) • (b • v) = (t * a + (1 - t) * b) • v := by module
    rw [e, hom, hom, hom, smul_eq_mul, smul_eq_mul]
    ring
  · intro h
    -- the midpoint of (1, 1) and (1, -1) lies on the axis, the two points do not
    have hm := h (1, 1) (1, -1) (1 / 2)
    norm_num [axisResidual] at hm

end

end AffineResidualMaps
```

```lean
#print axioms AffineResidualMaps.diisExact_of_affine
-- 'AffineResidualMaps.diisExact_of_affine' depends on axioms: [propext, Classical.choice, Quot.sound]
#print axioms AffineResidualMaps.diisExact_tfae
-- 'AffineResidualMaps.diisExact_tfae' depends on axioms: [propext, Classical.choice, Quot.sound]
#print axioms AffineResidualMaps.diis_finite_termination
-- 'AffineResidualMaps.diis_finite_termination' depends on axioms: [propext, Classical.choice, Quot.sound]
#print axioms AffineResidualMaps.exact_on_central_lines_not_sufficient
-- 'AffineResidualMaps.exact_on_central_lines_not_sufficient' depends on axioms: [propext, Classical.choice, Quot.sound]
```

### How the statements read

`V` and `W` are arbitrary real vector spaces, with no norm, topology or basis. Real symmetric matrices qualify, and so do complex Hermitian matrices under real scalars. The map `F : V → W` is the residual, and a root is a point with `F root = 0`. For a residual of the form $g(x) - x$, where $g$ is one step of the iteration, a root is a self-consistent point. The commutator of the Fock and density matrices, as a function of the density matrix, also vanishes at the zero matrix, so with that residual a root must in addition be an admissible density matrix.

Each kind of exactness is a property of `F`:

- `DIISExact F` covers every number `n` of iterates, every family `x`, and every family of real weights `c` with sum one. Indices run over `Fin n`, that is, from $0$ to $n-1$. Negative weights are allowed, as in DIIS.
- `MixingExact F` is the two-point rule for all real `t`, where `t` is the weight of the first point.
- `DampingExact F` is the same rule for `0 ≤ t` and `t ≤ 1`.

The main theorem, `diisExact_tfae`, states that these three properties and a fourth are equivalent. The fourth, `∃! L : V →ₗ[ℝ] W, ∀ x, F x = L x + F 0`, says that there is exactly one linear map whose sum with the constant `F 0` is the residual. Your claim is the implication from the second property to the fourth.

`diis_finite_termination` adds finite dimension `n` and `n + 1` affinely independent iterates, indexed from $0$ to $n$. It assumes that a root exists; an affine map such as a non-zero constant has none. Its conclusion has two parts: suitable weights exist, and all weights that sum to one and annul the combined residual lead to a root.

The statements say nothing about how the weights are found. DIIS minimises a norm of the combined residual, and no minimisation, iteration history or rounding error appears here. The statements also stop at the extrapolated point $\sum_i c_i x_i$. Practical schemes commonly go further, for example by adding a multiple of the combined residual or, in self-consistent-field calculations, by diagonalising an extrapolated Fock matrix to obtain the next density. `F` must also be defined, and the rule must hold, on the whole vector space. Idempotent density matrices do not form such a space, so a rule tested only on them is not covered.

For self-consistent-field calculations, where the residual is in general non-linear, the equivalence means that a small combined residual is a prediction for the extrapolated point, to be checked by evaluating the residual there. The termination result describes the idealised case of an exactly affine residual in finite dimension.

### How the proof follows the derivation

`damping_scale` is the step for nonnegative factors. It splits into `t ≤ 1` and `t > 1`. In the first case it uses the hypothesis at `x` and `0`; in the second it uses it at `t • x` and `0` with parameter `t⁻¹`, which is the interpolation back from the long step. The tactic `module` settles the remaining identities between vectors.

`damping_add` is the step for sums. Here `hm` is the midpoint rule and `hs` is the scaling rule for half of `x + y`. Substituting one into the other and multiplying by $-2$, in the `linear_combination` line, gives additivity; the minus sign only swaps the two sides.

`linearPart` packages $G$ as a linear map. Additivity is `damping_add`. For scalar factors the nonnegative case is `damping_scale`, and the negative case combines `ha`, the additivity of the two opposite steps, with `hs`, the scaling rule for `-t`.

`diisExact_of_affine` is the way back. It splits the weighted sum into a linear part and a constant part, collects the weights in front of `F 0`, and replaces their sum by one using `hc`. Then `map_sum` and `map_smul` move `L` through the combination.

`diisExact_tfae` closes the circle of implications 1 → 2 → 3 → 4 → 1. The first uses two iterates with weights `![t, 1 - t]`, and the second merely restricts `t`. The third supplies `linearPart F h` and proves uniqueness by solving `F x = M x + F 0` for `M x`. The fourth is the lemma just described.

In `diis_finite_termination`, `htop` states that the affine span of the iterates is the whole space, obtained by comparing their number with the dimension. The root therefore lies in the span, which yields the weights `c`, and exactness converts `F root = 0` into a vanishing combined residual. The second part is a direct rewriting with exactness; it uses neither the dimension nor the root.

The last theorem treats `axisResidual`, the map $f$ above. The auxiliary statement `hom` is $f(sv) = s f(v)$, proved by cases on whether `s` and the second coordinate of `v` vanish. The failure of general mixing follows by evaluating the rule at `(1, 1)`, `(1, -1)` and `1 / 2`, where `norm_num` finds the contradiction.
